# Intersection-closed clusters with unit coefficient sums give the exact entropy of independent sites

If the entropies of overlapping clusters are added without correcting for the sites they share, those sites are counted more than once, and even a completely uncorrelated alloy gets too large an entropy unless every shared site is pure. The file below multiplies each cluster entropy by a coefficient. It proves that for independent sites the weighted sum is the exact entropy of the covered sites when the family of clusters is closed under nonempty intersection and, for each cluster in the family, the coefficients of all members containing it, itself included, sum to one.

```lean
import Mathlib

namespace ClusterVariationProduct

noncomputable section

variable {ι σ : Type*} [Fintype ι] [DecidableEq ι] [Fintype σ] [DecidableEq σ]

/-- Shannon entropy of a finite family of probabilities, in units of the Boltzmann constant. -/
def shannon {κ : Type*} [Fintype κ] (f : κ → ℝ) : ℝ := ∑ x, Real.negMulLog (f x)

/-- Probability that the sites of cluster `A` are occupied as in `x`, when whole configurations
are distributed by `D`. -/
def marginal (D : (ι → σ) → ℝ) (A : Finset ι) (x : A → σ) : ℝ :=
  ∑ y : ι → σ, if (∀ i : A, y i = x i) then D y else 0

/-- Entropy of the marginal distribution on the cluster `A`. -/
def clusterEntropy (D : (ι → σ) → ℝ) (A : Finset ι) : ℝ := shannon (marginal D A)

/-- The distribution in which each site `i` is occupied independently with probabilities `p i`. -/
def productDist (p : ι → σ → ℝ) (y : ι → σ) : ℝ := ∏ i, p i (y i)

/-- The cluster variation entropy: cluster entropies weighted by the coefficients `a`. -/
def cvmEntropy (P : Finset (Finset ι)) (a : Finset ι → ℝ) (D : (ι → σ) → ℝ) : ℝ :=
  ∑ A ∈ P, a A * clusterEntropy D A

/-- The sites that belong to at least one cluster of the family. -/
def coveredSites (P : Finset (Finset ι)) : Finset ι := P.biUnion id

omit [DecidableEq σ] in
/-- A sum over configurations of a product of site factors is the product of the site sums. -/
theorem sum_prod_config {κ : Type*} [Fintype κ] [DecidableEq κ] (g : κ → σ → ℝ) :
    ∑ y : κ → σ, ∏ i, g i (y i) = ∏ i, ∑ s, g i s := by
  rw [Finset.prod_univ_sum, Fintype.piFinset_univ]

/-- The marginal of a product distribution on a cluster is the product over its sites. -/
theorem marginal_product (p : ι → σ → ℝ) (hp : ∀ i, p i ∈ stdSimplex ℝ σ)
    (A : Finset ι) (x : A → σ) :
    marginal (productDist p) A x = ∏ i : A, p i (x i) := by
  have hn : ∀ i, ∑ s, p i s = 1 := fun i => (hp i).2
  let g : ι → σ → ℝ := fun i s =>
    if h : i ∈ A then (if s = x ⟨i, h⟩ then p i s else 0) else p i s
  let G : ι → ℝ := fun i => if h : i ∈ A then p i (x ⟨i, h⟩) else 1
  -- the constraint on the cluster factorises over the sites
  have hs : ∀ y : ι → σ, (if (∀ i : A, y i = x i) then productDist p y else 0)
      = ∏ i, g i (y i) := by
    intro y
    by_cases h : ∀ i : A, y i = x i
    · rw [if_pos h]
      refine Finset.prod_congr rfl fun i _ => ?_
      by_cases hi : i ∈ A
      · have e : y i = x ⟨i, hi⟩ := h ⟨i, hi⟩
        simp [g, hi, e]
      · simp [g, hi]
    · rw [if_neg h]
      obtain ⟨⟨i, hi⟩, hne⟩ := not_forall.mp h
      have e : ¬ y i = x ⟨i, hi⟩ := hne
      exact (Finset.prod_eq_zero (Finset.mem_univ i) (by simp [g, hi, e])).symm
  have hG : ∀ i, ∑ s, g i s = G i := by
    intro i
    by_cases hi : i ∈ A
    · simp [g, G, hi]
    · simp [g, G, hi, hn i]
  calc marginal (productDist p) A x = ∑ y : ι → σ, ∏ i, g i (y i) :=
        Finset.sum_congr rfl fun y _ => hs y
    _ = ∏ i, ∑ s, g i s := sum_prod_config g
    _ = ∏ i, G i := Finset.prod_congr rfl fun i _ => hG i
    _ = ∏ i ∈ A, G i :=
        (Finset.prod_subset (Finset.subset_univ A) (fun i _ hi => by simp [G, hi])).symm
    _ = ∏ i : A, G i := (Finset.prod_coe_sort A G).symm
    _ = ∏ i : A, p i (x i) := Finset.prod_congr rfl fun i _ => by simp [G]

omit [DecidableEq σ] in
/-- The entropy of independent sites is the sum of the single-site entropies. -/
theorem shannon_product {κ : Type*} [Fintype κ] [DecidableEq κ] (q : κ → σ → ℝ)
    (hq : ∀ k, q k ∈ stdSimplex ℝ σ) :
    shannon (fun x : κ → σ => ∏ k, q k (x k)) = ∑ k, shannon (q k) := by
  have hn : ∀ k, ∑ s, q k s = 1 := fun k => (hq k).2
  let h : κ → κ → σ → ℝ := fun i j s => if j = i then Real.negMulLog (q j s) else q j s
  -- the logarithm of the product splits into one term for each site
  have hx : ∀ x : κ → σ, Real.negMulLog (∏ k, q k (x k)) = ∑ i, ∏ j, h i j (x j) := by
    intro x
    have hi : ∀ i, ∏ j, h i j (x j) = (∏ j, q j (x j)) * -Real.log (q i (x i)) := by
      intro i
      have hj : ∀ j, h i j (x j)
          = q j (x j) * (if j = i then -Real.log (q j (x j)) else 1) := by
        intro j
        by_cases e : j = i <;> simp [h, e, Real.negMulLog]
      rw [Finset.prod_congr rfl (fun j _ => hj j), Finset.prod_mul_distrib,
        Finset.prod_ite_eq', if_pos (Finset.mem_univ i)]
    rw [Finset.sum_congr rfl (fun i _ => hi i), ← Finset.mul_sum, Finset.sum_neg_distrib]
    by_cases h0 : ∏ j, q j (x j) = 0
    · rw [h0]; simp
    · have hl : Real.log (∏ j, q j (x j)) = ∑ j, Real.log (q j (x j)) := by
        rw [Real.log_prod]
        intro j hj
        exact Finset.prod_ne_zero_iff.mp h0 j hj
      rw [Real.negMulLog, hl]; ring
  change ∑ x : κ → σ, Real.negMulLog (∏ k, q k (x k)) = ∑ k, ∑ s, Real.negMulLog (q k s)
  rw [Finset.sum_congr rfl (fun x _ => hx x), Finset.sum_comm]
  refine Finset.sum_congr rfl fun i _ => ?_
  -- normalisation removes all sites but one from each term
  rw [sum_prod_config (h i), Finset.prod_eq_single i]
  · simp [h]
  · intro j _ hj
    simp [h, hj, hn j]
  · simp

/-- For a product distribution the entropy of a cluster is the sum of its site entropies. -/
theorem clusterEntropy_product (p : ι → σ → ℝ) (hp : ∀ i, p i ∈ stdSimplex ℝ σ)
    (A : Finset ι) : clusterEntropy (productDist p) A = ∑ i ∈ A, shannon (p i) := by
  have hm : marginal (productDist p) A = fun x : A → σ => ∏ i : A, p i (x i) :=
    funext (marginal_product p hp A)
  unfold clusterEntropy
  rw [hm]
  exact (shannon_product (fun i : A => p i) (fun i => hp i)).trans
    (Finset.sum_coe_sort A (fun i => shannon (p i)))

/-- For a product distribution the cluster variation entropy weights each site entropy by the
total coefficient of the clusters containing that site. -/
theorem cvmEntropy_product (P : Finset (Finset ι)) (a : Finset ι → ℝ) (p : ι → σ → ℝ)
    (hp : ∀ i, p i ∈ stdSimplex ℝ σ) :
    cvmEntropy P a (productDist p)
      = ∑ i ∈ coveredSites P, (∑ B ∈ P with i ∈ B, a B) * shannon (p i) := by
  unfold cvmEntropy
  simp_rw [clusterEntropy_product p hp, Finset.mul_sum, Finset.sum_mul]
  refine Finset.sum_comm' fun A i => ?_
  simp only [coveredSites, Finset.mem_filter, Finset.mem_biUnion, id]
  constructor
  · rintro ⟨hA, hi⟩
    exact ⟨⟨hA, hi⟩, A, hA, hi⟩
  · rintro ⟨h, _⟩
    exact h

/-- **Exactness for product distributions.** If the clusters are closed under nonempty
intersection and the coefficients of the clusters containing any given cluster sum to one, the
cluster variation entropy of independent sites is the exact entropy of the covered sites. -/
theorem cvmEntropy_exact (P : Finset (Finset ι)) (a : Finset ι → ℝ)
    (hP : ∀ A ∈ P, ∀ B ∈ P, (A ∩ B).Nonempty → A ∩ B ∈ P)
    (ha : ∀ A ∈ P, ∑ B ∈ P with A ⊆ B, a B = 1)
    (p : ι → σ → ℝ) (hp : ∀ i, p i ∈ stdSimplex ℝ σ) :
    cvmEntropy P a (productDist p) = clusterEntropy (productDist p) (coveredSites P) := by
  rw [cvmEntropy_product P a p hp, clusterEntropy_product p hp]
  refine Finset.sum_congr rfl fun i hi => ?_
  obtain ⟨A, hA, hiA⟩ := Finset.mem_biUnion.mp hi
  -- the smallest cluster `m` around site `i` lies in every cluster around `i`
  obtain ⟨m, hm, hmin⟩ := Finset.exists_min_image (P.filter (fun B => i ∈ B)) Finset.card
    ⟨A, Finset.mem_filter.mpr ⟨hA, hiA⟩⟩
  obtain ⟨hmP, him⟩ := Finset.mem_filter.mp hm
  have hf : P.filter (fun B => i ∈ B) = P.filter (fun B => m ⊆ B) := by
    refine Finset.filter_congr fun B hB => ⟨fun hiB => ?_, fun h => h him⟩
    have hmem : i ∈ m ∩ B := Finset.mem_inter.mpr ⟨him, hiB⟩
    have hc := hmin (m ∩ B) (Finset.mem_filter.mpr ⟨hP m hmP B hB ⟨i, hmem⟩, hmem⟩)
    exact Finset.inter_eq_left.mp (Finset.eq_of_subset_of_card_le Finset.inter_subset_left hc)
  rw [hf, ha m hmP, one_mul]

/-- With at least two species, the cluster variation entropy is exact for all product
distributions if and only if the coefficients of the clusters around each covered site sum
to one. -/
theorem exact_iff_site_count [Nontrivial σ] (P : Finset (Finset ι)) (a : Finset ι → ℝ) :
    (∀ p : ι → σ → ℝ, (∀ i, p i ∈ stdSimplex ℝ σ) →
      cvmEntropy P a (productDist p) = clusterEntropy (productDist p) (coveredSites P))
    ↔ ∀ i ∈ coveredSites P, ∑ B ∈ P with i ∈ B, a B = 1 := by
  constructor
  · intro H i hi
    obtain ⟨s₀⟩ : Nonempty σ := inferInstance
    have hc : (Fintype.card σ : ℝ) ≠ 0 := Nat.cast_ne_zero.mpr Fintype.card_ne_zero
    -- site `i` is fully disordered, all other sites are pure
    let p : ι → σ → ℝ := fun j s =>
      if j = i then (Fintype.card σ : ℝ)⁻¹ else if s = s₀ then 1 else 0
    have hp : ∀ j, p j ∈ stdSimplex ℝ σ := by
      intro j
      refine ⟨fun s => ?_, ?_⟩
      · dsimp only [p]
        split_ifs <;> positivity
      · by_cases e : j = i <;> simp [p, e, hc]
    have h0 : ∀ j, j ≠ i → shannon (p j) = 0 := by
      intro j hj
      refine Finset.sum_eq_zero fun s _ => ?_
      by_cases e : s = s₀ <;> simp [p, hj, e]
    have h1 : shannon (p i) ≠ 0 := by
      have h2 : shannon (p i)
          = Fintype.card σ * Real.negMulLog (Fintype.card σ : ℝ)⁻¹ := by
        simp [shannon, p]
      have h3 : 0 < Real.log (Fintype.card σ : ℝ) :=
        Real.log_pos (by exact_mod_cast Fintype.one_lt_card (α := σ))
      rw [h2, Real.negMulLog, Real.log_inv]
      exact mul_ne_zero hc (mul_ne_zero (neg_ne_zero.mpr (inv_ne_zero hc))
        (neg_ne_zero.mpr h3.ne'))
    have e1 : ∑ j ∈ coveredSites P, (∑ B ∈ P with j ∈ B, a B) * shannon (p j)
        = (∑ B ∈ P with i ∈ B, a B) * shannon (p i) :=
      Finset.sum_eq_single_of_mem i hi fun j _ hj => by rw [h0 j hj, mul_zero]
    have e2 : ∑ j ∈ coveredSites P, shannon (p j) = shannon (p i) :=
      Finset.sum_eq_single_of_mem i hi fun j _ hj => h0 j hj
    have key := H p hp
    rw [cvmEntropy_product P a p hp, clusterEntropy_product p hp, e1, e2] at key
    exact mul_right_cancel₀ h1 (key.trans (one_mul _).symm)
  · intro h p hp
    rw [cvmEntropy_product P a p hp, clusterEntropy_product p hp]
    exact Finset.sum_congr rfl fun i hi => by rw [h i hi, one_mul]

/-- The two nearest-neighbour pairs of a three-site chain. -/
def pairs : Finset (Finset (Fin 3)) := {{0, 1}, {1, 2}}

/-- The pairs of a three-site chain together with the site they share. -/
def chain : Finset (Finset (Fin 3)) := {{0, 1}, {1, 2}, {1}}

/-- Coefficient one for pairs and minus one for all other clusters. -/
def chainCoeff (A : Finset (Fin 3)) : ℤ := if A.card = 2 then 1 else -1

/-- The family `chain` with coefficients `chainCoeff` is closed under nonempty intersection and
has coefficient sum one above each of its clusters. -/
theorem chain_witness :
    (∀ A ∈ chain, ∀ B ∈ chain, (A ∩ B).Nonempty → A ∩ B ∈ chain) ∧
    ∀ A ∈ chain, ∑ B ∈ chain with A ⊆ B, (chainCoeff B : ℝ) = 1 := by
  refine ⟨by decide, fun A hA => ?_⟩
  have h : ∀ A ∈ chain, ∑ B ∈ chain with A ⊆ B, chainCoeff B = 1 := by decide
  exact_mod_cast h A hA

/-- For the two pairs alone, unit coefficients sum to one above each cluster, yet the cluster
variation entropy of independent sites is the exact one plus the entropy of the shared site. -/
theorem pairs_overcount (p : Fin 3 → σ → ℝ) (hp : ∀ i, p i ∈ stdSimplex ℝ σ) :
    (∀ A ∈ pairs, ∑ B ∈ pairs with A ⊆ B, (1 : ℝ) = 1) ∧
    cvmEntropy pairs (fun _ => 1) (productDist p)
      = clusterEntropy (productDist p) (coveredSites pairs) + shannon (p 1) := by
  constructor
  · intro A hA
    have h : ∀ A ∈ pairs, (pairs.filter (fun B => A ⊆ B)).card = 1 := by decide
    rw [Finset.sum_const, h A hA, one_smul]
  · have hU : coveredSites pairs = Finset.univ := by decide
    rw [hU, clusterEntropy_product p hp, Fin.sum_univ_three]
    unfold cvmEntropy pairs
    rw [Finset.sum_pair (by decide), clusterEntropy_product p hp, clusterEntropy_product p hp,
      Finset.sum_pair (by decide), Finset.sum_pair (by decide)]
    ring

end

end ClusterVariationProduct
```

```lean
#print axioms ClusterVariationProduct.cvmEntropy_exact
#print axioms ClusterVariationProduct.exact_iff_site_count
#print axioms ClusterVariationProduct.pairs_overcount
```

```
'ClusterVariationProduct.cvmEntropy_exact' depends on axioms: [propext, Classical.choice, Quot.sound]
'ClusterVariationProduct.exact_iff_site_count' depends on axioms: [propext, Classical.choice, Quot.sound]
'ClusterVariationProduct.pairs_overcount' depends on axioms: [propext, Classical.choice, Quot.sound]
```

## Sites, species and cluster entropies

The sites form a finite type `ι` and the species a finite type `σ`, the same for every site. A configuration is a function `y : ι → σ`, and a cluster is a finite set $A$ of sites. From a distribution $D$ over whole configurations, `marginal D A` gives the probabilities of the occupations of $A$ by summing $D$ over all configurations that agree with them. The cluster entropy is

$$S_A=\sum_x \eta(D_A(x)),\qquad \eta(t)=-t\ln t,\quad \eta(0)=0,$$

in units of the Boltzmann constant, where $D_A$ is this marginal and $\eta$ is `Real.negMulLog`.

In `productDist p`, site $i$ is occupied by species $s$ with probability $p_i(s)$, independently of the other sites. The hypothesis `p i ∈ stdSimplex ℝ σ` says that these probabilities are non-negative and sum to one. They may differ from site to site, so sublattices of different composition are included.

For a family $P$ with real coefficients $a_A$, `cvmEntropy` is $\sum_{A\in P}a_AS_A$, and `coveredSites P` is the union $U$ of the clusters. The theorem `cvmEntropy_exact` has two hypotheses on the family. `hP` says that whenever two members overlap, their intersection is also a member. `ha` says that

$$\sum_{B\in P,\;B\supseteq A}a_B=1\qquad\text{for every }A\in P,$$

which is the counting rule that, together with `hP`, compensates for overlaps. The conclusion is $\sum_{A\in P} a_AS_A=S_U$ for every product distribution.

## From cluster entropies to site entropies

The marginal of a product is a product. For fixed occupations $x$ of $A$, let $g_i(s)$ be $p_i(s)$ if $i\notin A$. If $i\in A$, let it be $p_i(s)$ when $s=x_i$ and zero otherwise. Then

$$D_A(x)=\sum_y\prod_i g_i(y_i)=\prod_i\sum_s g_i(s)=\prod_{i\in A}p_i(x_i),$$

because each site outside $A$ contributes a factor of one. The middle equality is `sum_prod_config`, and the whole computation is `marginal_product`.

The entropy of this product is additive. For each $x$,

$$\eta\Big(\prod_{k\in A} p_k(x_k)\Big)=\sum_{i\in A}\eta(p_i(x_i))\prod_{j\in A,\;j\ne i}p_j(x_j).$$

If all factors are positive, this is the logarithm of a product. If some factor is zero, both sides vanish, since every term on the right contains either that factor or $\eta(0)$. Summing over $x$ turns each remaining product into a product of normalisation sums, all equal to one. With $S_i=\sum_s\eta(p_i(s))$ for the entropy of site $i$, this leaves

$$S_A=\sum_{i\in A}S_i.$$

In `shannon_product` the function `h` holds the factors on the right, and the case distinction `h0` treats zero probabilities. `clusterEntropy_product` combines the two results.

Exchanging the sums over clusters and sites now gives `cvmEntropy_product`:

$$\sum_{A\in P}a_AS_A=\sum_{i\in U}c_i S_i,\qquad c_i=\sum_{B\in P,\;B\ni i}a_B.$$

## The smallest cluster around a site

It remains to show that $c_i=1$ for each covered site. Among the clusters containing $i$, choose one with the fewest sites and call it $m$. If $B$ is any other cluster containing $i$, then $m\cap B$ contains $i$, so it is nonempty and belongs to $P$. It cannot have fewer sites than $m$, hence $m\cap B=m$ and $m\subseteq B$. Conversely, every cluster that includes $m$ contains $i$. Therefore

$$c_i=\sum_{B\in P,\;B\supseteq m}a_B=1,$$

and the weighted sum becomes $\sum_{i\in U}S_i=S_U$. In Lean, `Finset.exists_min_image` selects $m$, `hf` identifies the two sets of clusters, and `ha` supplies the final value.

The smallest nontrivial family is a single nonempty cluster $A$. The coefficient rule then forces $a_A=1$, and the weighted sum is $S_A$ itself.

## When the site weights must equal one

With at least two species, `exact_iff_site_count` shows that exactness for all product distributions is equivalent to $c_i=1$ on every covered site. If the weights are one, the formula above gives exactness. For the converse, fix a covered site $i$, occupy it uniformly and make all other sites pure. Only site $i$ then has entropy, $S_i=\ln|\sigma|>0$, so exactness reads $c_i\ln|\sigma|=\ln|\sigma|$ and gives $c_i=1$.

## A three-site chain in numbers

The family `chain` contains the pairs $\{0,1\}$ and $\{1,2\}$ with coefficient $1$ and the shared site $\{1\}$ with coefficient $-1$. `chain_witness` verifies both hypotheses for it.

Take two species with probabilities $(1/2,1/2)$ on site 0, $(1/4,3/4)$ on site 1 and $(1,0)$ on site 2. The site entropies are $0.693147$, $0.562335$ and $0$. The pair entropies are therefore $1.255482$ and $0.562335$, and

$$1.255482+0.562335-0.562335=1.255482,$$

which is the entropy of all three sites. Without the point cluster the result is $1.817817$, too large by the entropy of site 1. `pairs_overcount` proves this excess for any product distribution on the chain. The two pairs alone, with unit coefficients, satisfy the coefficient rule, but their intersection is missing from the family.

## Scope for alloy models

For a finite lattice model with site energies but no interactions, the equilibrium distribution at positive temperature is a product if the composition is controlled by chemical potentials. A cluster variation entropy whose family and coefficients satisfy `hP` and `ha` then equals the exact entropy of the covered sites. If the numbers of atoms of each species are held fixed instead, the constraint in general correlates the sites of a finite lattice, and the theorem does not apply directly. The theorem does not address correlated distributions, the error of the approximation in an interacting alloy, or the minimisation of a free energy over cluster probabilities. The cluster probabilities here are true marginals of one global distribution.
